# Averaging a density over a finite symmetry group does not raise the Lieb functional of an invariant lattice energy

## Sites, potentials and the Lieb functional

The sites form a type $\iota$, finite wherever a sum over sites occurs. Potentials $v$ and densities $\rho$ are real functions on it, with pairing $v\cdot\rho=\sum_i v_i\rho_i$, written `v ⬝ᵥ ρ`. Densities need not be non-negative or have a fixed total.

```lean
import Mathlib

open Matrix

namespace LiebFunctionalSymmetry

noncomputable section

variable {ι : Type*}
```

A group $G$ permutes the sites. Moving a function by $g$ carries its value at $i$ to $gi$, so $(gv)_i=v_{g^{-1}i}$.

```lean
/-- Action of a group element on a potential or density on the sites:
`(g v)_i = v_{g⁻¹ i}`. -/
def act {G : Type*} [Group G] [MulAction G ι] (g : G) (v : ι → ℝ) : ι → ℝ :=
  fun i => v (g⁻¹ • i)
```

For finite $G$, the average is $\bar\rho=|G|^{-1}\sum_g g\rho$.

```lean
/-- Average of a site function over a finite group, `|G|⁻¹ ∑_g g ρ`. -/
def avg (G : Type*) [Group G] [MulAction G ι] [Fintype G] (ρ : ι → ℝ) : ι → ℝ :=
  (Fintype.card G : ℝ)⁻¹ • ∑ g : G, act g ρ
```

For any real function $E$ of the potential, set
$$F(\rho)=\sup_v\,\bigl(E(v)-v\cdot\rho\bigr).$$
In density functional theory $E$ is the ground energy; the name Lieb functional is kept here for any $E$. Equality with a constrained search over states is not addressed. The values lie in `EReal`, so an unbounded supremum is $+\infty$. With a real-valued supremum, Lean would assign $0$ there, and the averaging inequality would fail: for $E=1$ and $\rho=(1,-1)$ on two exchangeable sites, $F(\bar\rho)=1$ while $F(\rho)$ would read $0$.

```lean
/-- The Lieb functional `F(ρ) = sup_v (E(v) - v·ρ)`, valued in the extended reals. -/
def lieb [Fintype ι] (E : (ι → ℝ) → ℝ) (ρ : ι → ℝ) : EReal :=
  ⨆ v : ι → ℝ, ((E v - v ⬝ᵥ ρ : ℝ) : EReal)
```

The quantum case uses matrices on a finite basis `m`: $H(v)=H_0+\sum_i v_i n_i$, where $n_i$ stands for the occupation of site $i$.

```lean
/-- The lattice Hamiltonian `H0 + ∑_i v_i n_i`. -/
def ham [Fintype ι] {m : Type*} (H0 : Matrix m m ℂ) (n : ι → Matrix m m ℂ) (v : ι → ℝ) :
    Matrix m m ℂ :=
  H0 + ∑ i, (v i : ℂ) • n i
```

Its energy expectation values are $\mathrm{Re}\langle\psi,H(v)\psi\rangle$ with $\langle\psi,\psi\rangle=1$.

```lean
/-- The set of energy expectation values `Re ⟨ψ, H(v) ψ⟩` over normalised states. -/
def energies [Fintype ι] {m : Type*} [Fintype m] (H0 : Matrix m m ℂ) (n : ι → Matrix m m ℂ)
    (v : ι → ℝ) : Set ℝ :=
  {e | ∃ ψ : m → ℂ, star ψ ⬝ᵥ ψ = 1 ∧ (star ψ ⬝ᵥ ham H0 n v *ᵥ ψ).re = e}
```

The ground energy is their infimum. For a non-empty basis and Hermitian $H(v)$ it is the lowest eigenvalue; the symmetry argument itself does not need Hermiticity.

```lean
/-- The ground energy: the infimum of the energy expectation values over normalised states. -/
def groundEnergy [Fintype ι] {m : Type*} [Fintype m] (H0 : Matrix m m ℂ)
    (n : ι → Matrix m m ℂ) (v : ι → ℝ) : ℝ :=
  sInf (energies H0 n v)
```

A one-particle example needs three matrices. The first moves site $j$ to $gj$: $(P_g)_{ij}=\delta_{i,gj}$.

```lean
/-- One-particle permutation matrix that moves site `j` to site `g j`. -/
def permMat [DecidableEq ι] {G : Type*} [Group G] [MulAction G ι] (g : G) : Matrix ι ι ℂ :=
  Matrix.of fun i j => if i = g • j then 1 else 0
```

The second is uniform hopping, $-1$ between every two distinct sites and $0$ on the diagonal.

```lean
/-- One-particle Hamiltonian with hopping amplitude `-1` between every pair of distinct sites. -/
def hop (ι : Type*) [DecidableEq ι] : Matrix ι ι ℂ :=
  Matrix.of fun i j => if i = j then 0 else -1
```

The third is the projector $n_a=|a\rangle\langle a|$.

```lean
/-- One-particle occupation operator of site `a`. -/
def siteN [DecidableEq ι] (a : ι) : Matrix ι ι ℂ :=
  Matrix.of fun i j => if i = a ∧ j = a then 1 else 0
```

## Moving the group from density to potential

Substituting $i=gj$ gives
$$v\cdot(g\rho)=\sum_i v_i\rho_{g^{-1}i}=\sum_j v_{gj}\rho_j=(g^{-1}v)\cdot\rho.$$
The proof relabels the sum once and writes $v=g(g^{-1}v)$.

```lean
variable {G : Type*} [Group G] [MulAction G ι]

/-- Moving the density by `g` is the same, in the potential energy, as moving the potential
by `g⁻¹`. -/
theorem dot_act [Fintype ι] (g : G) (v ρ : ι → ℝ) : v ⬝ᵥ act g ρ = act g⁻¹ v ⬝ᵥ ρ := by
  -- relabelling the sites leaves the pairing unchanged
  have h1 : ∀ w : ι → ℝ, act g w ⬝ᵥ act g ρ = w ⬝ᵥ ρ := by
    intro w
    simp only [act, dotProduct]
    exact Equiv.sum_comp (MulAction.toPerm g⁻¹) (fun i => w i * ρ i)
  have h2 : act g (act g⁻¹ v) = v := by
    funext i
    simp [act]
  calc v ⬝ᵥ act g ρ = act g (act g⁻¹ v) ⬝ᵥ act g ρ := by rw [h2]
    _ = act g⁻¹ v ⬝ᵥ ρ := h1 _
```

By linearity, $v\cdot\bar\rho=|G|^{-1}\sum_g v\cdot(g\rho)$.

```lean
/-- The potential energy of the averaged density is the mean of the potential energies of the
transformed densities. -/
theorem dot_avg [Fintype ι] [Fintype G] (v ρ : ι → ℝ) :
    v ⬝ᵥ avg G ρ = (Fintype.card G : ℝ)⁻¹ * ∑ g : G, v ⬝ᵥ act g ρ := by
  simp only [avg, dotProduct, Pi.smul_apply, Finset.sum_apply, smul_eq_mul, Finset.mul_sum]
  rw [Finset.sum_comm]
  refine Finset.sum_congr rfl fun g _ => Finset.sum_congr rfl fun i _ => by ring
```

The average is invariant, since $h\bar\rho=|G|^{-1}\sum_g(hg)\rho$ and $hg$ runs through $G$ as $g$ does.

```lean
/-- The group average of a site function is unchanged by every group element. -/
theorem avg_invariant [Fintype G] (h : G) (ρ : ι → ℝ) : act h (avg G ρ) = avg G ρ := by
  funext i
  simp only [act, avg, Pi.smul_apply, Finset.sum_apply, smul_eq_mul]
  congr 1
  exact Fintype.sum_equiv (Equiv.mulLeft h) _ _ (fun g => by simp [mul_smul])
```

Replacing $g$ by $g^{-1}$ in the sum gives $v\cdot\bar\rho=|G|^{-1}\sum_g(g^{-1}v)\cdot\rho=\bar v\cdot\rho$.

```lean
/-- Averaging the density or averaging the potential gives the same potential energy. -/
theorem avg_adjoint [Fintype ι] [Fintype G] (v ρ : ι → ℝ) :
    v ⬝ᵥ avg G ρ = avg G v ⬝ᵥ ρ := by
  rw [dot_avg (G := G) v ρ, dotProduct_comm (avg G v) ρ, dot_avg (G := G) ρ v]
  congr 1
  refine Fintype.sum_equiv (Equiv.inv G) _ _ (fun g => ?_)
  show v ⬝ᵥ act g ρ = ρ ⬝ᵥ act g⁻¹ v
  exact (dot_act g v ρ).trans (dotProduct_comm _ _)
```

## Invariance and the averaging inequality

Each potential supplies a lower bound, $E(v)-v\cdot\rho\le F(\rho)$.

```lean
/-- Every potential gives a lower bound `E(v) - v·ρ ≤ F(ρ)`. -/
theorem le_lieb [Fintype ι] (E : (ι → ℝ) → ℝ) (ρ v : ι → ℝ) :
    ((E v - v ⬝ᵥ ρ : ℝ) : EReal) ≤ lieb E ρ :=
  le_iSup (fun w : ι → ℝ => ((E w - w ⬝ᵥ ρ : ℝ) : EReal)) v
```

Assume $E(gv)=E(v)$ for all $g$ and $v$, the hypothesis `hE`: the energy does not change when the potential is moved by a symmetry of the lattice. Then
$$E(v)-v\cdot(g\rho)=E(g^{-1}v)-(g^{-1}v)\cdot\rho\le F(\rho).$$
Taking the supremum gives $F(g\rho)\le F(\rho)$. Applying this to $g^{-1}$ and $g\rho$ gives the reverse inequality. $G$ may be infinite here.

```lean
/-- If the energy is invariant under the group, so is the Lieb functional: `F(g ρ) = F(ρ)`. -/
theorem lieb_invariant [Fintype ι] (E : (ι → ℝ) → ℝ)
    (hE : ∀ (g : G) (v : ι → ℝ), E (act g v) = E v) (g : G) (ρ : ι → ℝ) :
    lieb E (act g ρ) = lieb E ρ := by
  have key : ∀ (g : G) (ρ : ι → ℝ), lieb E (act g ρ) ≤ lieb E ρ := by
    intro g ρ
    show (⨆ v : ι → ℝ, ((E v - v ⬝ᵥ act g ρ : ℝ) : EReal)) ≤ lieb E ρ
    refine iSup_le fun v => ?_
    -- the term for `v` at `g ρ` is the term for `g⁻¹ v` at `ρ`
    rw [dot_act g v ρ, ← hE g⁻¹ v]
    exact le_lieb E ρ (act g⁻¹ v)
  have hback : act g⁻¹ (act g ρ) = ρ := by
    funext i
    simp [act]
  have h2 := key g⁻¹ (act g ρ)
  rw [hback] at h2
  exact le_antisymm (key g ρ) h2
```

Now let $G$ be finite. For fixed $v$, choose $g$ minimising $v\cdot(g\rho)$. A mean is at least its smallest term, so
$$E(v)-v\cdot\bar\rho\le E(v)-v\cdot(g\rho)\le F(g\rho)=F(\rho).$$
The supremum over $v$ yields $F(\bar\rho)\le F(\rho)$, without concavity of $E$. Symmetrising a trial density in finite-lattice density functional theory therefore never raises $F$ when the energy has the symmetry.

```lean
/-- If the energy is invariant under a finite group, the Lieb functional of the group-averaged
density is at most that of the density. -/
theorem lieb_avg_le [Fintype ι] [Fintype G] (E : (ι → ℝ) → ℝ)
    (hE : ∀ (g : G) (v : ι → ℝ), E (act g v) = E v) (ρ : ι → ℝ) :
    lieb E (avg G ρ) ≤ lieb E ρ := by
  show (⨆ v : ι → ℝ, ((E v - v ⬝ᵥ avg G ρ : ℝ) : EReal)) ≤ lieb E ρ
  refine iSup_le fun v => ?_
  have hpos : (0 : ℝ) < (Fintype.card G : ℝ) := by exact_mod_cast Fintype.card_pos
  -- the mean of `v·(gρ)` is at least its smallest value
  obtain ⟨g, _, hg⟩ := Finset.exists_min_image Finset.univ
    (fun g : G => v ⬝ᵥ act g ρ) Finset.univ_nonempty
  have h1 : (Fintype.card G : ℝ) * (v ⬝ᵥ act g ρ) ≤ ∑ h : G, v ⬝ᵥ act h ρ := by
    calc (Fintype.card G : ℝ) * (v ⬝ᵥ act g ρ) = ∑ _h : G, v ⬝ᵥ act g ρ := by
          rw [Finset.sum_const, Finset.card_univ, nsmul_eq_mul]
      _ ≤ ∑ h : G, v ⬝ᵥ act h ρ := Finset.sum_le_sum fun h hh => hg h hh
  have h2 : v ⬝ᵥ act g ρ ≤ v ⬝ᵥ avg G ρ := by
    rw [dot_avg (G := G) v ρ, inv_mul_eq_div, le_div_iff₀ hpos]
    linarith
  calc ((E v - v ⬝ᵥ avg G ρ : ℝ) : EReal)
      ≤ ((E v - v ⬝ᵥ act g ρ : ℝ) : EReal) := EReal.coe_le_coe_iff.2 (by linarith)
    _ ≤ lieb E (act g ρ) := le_lieb E (act g ρ) v
    _ = lieb E ρ := lieb_invariant E hE g ρ
```

## Symmetric potentials suffice for a concave energy

If $E$ is also concave, Jensen's inequality gives $E(v)=|G|^{-1}\sum_g E(gv)\le E(\bar v)$, hence
$$E(v)-v\cdot\bar\rho\le E(\bar v)-\bar v\cdot\rho.$$
Since $\bar v$ is invariant, $F(\bar\rho)$ is at most the supremum of $E(v)-v\cdot\rho$ over invariant potentials. Conversely, an invariant $v$ has $v\cdot\bar\rho=v\cdot\rho$, so each such term is at most $F(\bar\rho)$.

```lean
/-- For a concave invariant energy, the Lieb functional of the averaged density equals the
supremum of `E(v) - v·ρ` over invariant potentials only. -/
theorem lieb_avg_eq_symmetric [Fintype ι] [Fintype G] (E : (ι → ℝ) → ℝ)
    (hE : ∀ (g : G) (v : ι → ℝ), E (act g v) = E v) (hc : ConcaveOn ℝ Set.univ E)
    (ρ : ι → ℝ) :
    lieb E (avg G ρ) =
      ⨆ v : {v : ι → ℝ // ∀ g : G, act g v = v}, ((E v.1 - v.1 ⬝ᵥ ρ : ℝ) : EReal) := by
  have hpos : (0 : ℝ) < (Fintype.card G : ℝ) := by exact_mod_cast Fintype.card_pos
  have hne : (Fintype.card G : ℝ) ≠ 0 := hpos.ne'
  have hc0 : (0 : ℝ) ≤ (Fintype.card G : ℝ)⁻¹ := inv_nonneg.2 hpos.le
  have hsum : ∑ _g : G, (Fintype.card G : ℝ)⁻¹ = 1 := by
    rw [Finset.sum_const, Finset.card_univ, nsmul_eq_mul]
    exact mul_inv_cancel₀ hne
  apply le_antisymm
  · show (⨆ v : ι → ℝ, ((E v - v ⬝ᵥ avg G ρ : ℝ) : EReal)) ≤ _
    refine iSup_le fun v => ?_
    -- Jensen's inequality along the orbit of `v`
    have h : (∑ g : G, (Fintype.card G : ℝ)⁻¹ • E (act g v))
        ≤ E (∑ g : G, (Fintype.card G : ℝ)⁻¹ • act g v) :=
      hc.le_map_sum (fun _ _ => hc0) hsum (fun _ _ => Set.mem_univ _)
    have e1 : (∑ g : G, (Fintype.card G : ℝ)⁻¹ • E (act g v)) = E v := by
      simp only [hE, smul_eq_mul]
      rw [← Finset.sum_mul, hsum, one_mul]
    have e2 : avg G v = ∑ g : G, (Fintype.card G : ℝ)⁻¹ • act g v := Finset.smul_sum
    rw [e1, ← e2] at h
    have e3 := avg_adjoint (G := G) v ρ
    calc ((E v - v ⬝ᵥ avg G ρ : ℝ) : EReal)
        ≤ ((E (avg G v) - avg G v ⬝ᵥ ρ : ℝ) : EReal) := EReal.coe_le_coe_iff.2 (by linarith)
      _ ≤ _ := le_iSup (fun w : {v : ι → ℝ // ∀ g : G, act g v = v} =>
            ((E w.1 - w.1 ⬝ᵥ ρ : ℝ) : EReal)) ⟨avg G v, fun g => avg_invariant g v⟩
  · refine iSup_le fun w => ?_
    obtain ⟨v, hv⟩ := w
    -- an invariant potential does not distinguish `ρ` from its average
    have e : v ⬝ᵥ avg G ρ = v ⬝ᵥ ρ := by
      have hterm : ∀ g : G, v ⬝ᵥ act g ρ = v ⬝ᵥ ρ := fun g => by rw [dot_act g v ρ, hv g⁻¹]
      rw [dot_avg (G := G) v ρ]
      simp only [hterm]
      rw [Finset.sum_const, Finset.card_univ, nsmul_eq_mul]
      exact inv_mul_cancel_left₀ hne _
    have h := le_lieb E (avg G ρ) v
    rw [e] at h
    exact h
```

## A non-invariant energy on two sites

Without invariance the inequality can reverse. Take $E(v)=v_0$ and $\rho=(1,0)$. Then $E(v)-v\cdot\rho=0$ for every $v$, so $F(\rho)=0$. The average over both permutations is $(\tfrac12,\tfrac12)$, and $v=(1,-1)$ gives $F(\bar\rho)\ge1$.

```lean
/-- On two sites with the non-invariant energy `E(v) = v₀`, averaging the density `(1, 0)`
over the site permutations strictly raises the Lieb functional. -/
theorem invariance_needed :
    lieb (fun v : Fin 2 → ℝ => v 0) ![1, 0]
      < lieb (fun v : Fin 2 → ℝ => v 0) (avg (Equiv.Perm (Fin 2)) ![1, 0]) := by
  have h0 : lieb (fun v : Fin 2 → ℝ => v 0) ![1, 0] ≤ ((0 : ℝ) : EReal) := by
    unfold lieb
    refine iSup_le fun v => EReal.coe_le_coe_iff.2 ?_
    simp only [dotProduct, Fin.sum_univ_two]
    simp
  have e : (Equiv.swap (0 : Fin 2) 1)⁻¹ • (0 : Fin 2) = 1 := by
    decide
  have ha : avg (Equiv.Perm (Fin 2)) (![1, 0] : Fin 2 → ℝ) 1
      = avg (Equiv.Perm (Fin 2)) (![1, 0] : Fin 2 → ℝ) 0 := by
    have h := congrFun (avg_invariant (Equiv.swap (0 : Fin 2) 1) (![1, 0] : Fin 2 → ℝ)) 0
    simpa only [act, e] using h
  -- the antisymmetric potential `(1, -1)` has zero pairing with the averaged density
  have hd : (![1, -1] : Fin 2 → ℝ) ⬝ᵥ avg (Equiv.Perm (Fin 2)) (![1, 0] : Fin 2 → ℝ) = 0 := by
    simp only [dotProduct, Fin.sum_univ_two]
    rw [ha]
    simp
  have h1 : ((1 : ℝ) : EReal)
      ≤ lieb (fun v : Fin 2 → ℝ => v 0) (avg (Equiv.Perm (Fin 2)) ![1, 0]) := by
    refine le_trans (EReal.coe_le_coe_iff.2 ?_)
      (le_lieb (fun v : Fin 2 → ℝ => v 0) _ (![1, -1] : Fin 2 → ℝ))
    rw [hd]
    simp
  exact lt_of_le_of_lt h0 (lt_of_lt_of_le (EReal.coe_lt_coe_iff.2 zero_lt_one) h1)
```

## Invariance from unitary symmetry

For the ground energy, invariance follows from unitaries with $U_gH_0=H_0U_g$ and $U_gn_i=n_{gi}U_g$. They need not form a representation. Relabelling the sites gives
$$H(gv)U_g=H_0U_g+\sum_j v_jn_{gj}U_g=U_gH(v).$$
Thus $\langle U_g\psi,H(gv)U_g\psi\rangle=\langle\psi,H(v)\psi\rangle$, and $U_g\psi$ stays normalised. Every expectation value for $v$ occurs for $gv$; using $g^{-1}$, the two sets coincide, and so do their infima.

```lean
/-- If unitaries `U_g` commute with `H0` and carry `n_i` to `n_{g i}`, the ground energy
satisfies `E(g v) = E(v)`. -/
theorem groundEnergy_invariant [Fintype ι] {m : Type*} [Fintype m] [DecidableEq m]
    (H0 : Matrix m m ℂ) (n : ι → Matrix m m ℂ) (U : G → Matrix m m ℂ)
    (hU : ∀ g, (U g)ᴴ * U g = 1) (hH : ∀ g, U g * H0 = H0 * U g)
    (hn : ∀ g i, U g * n i = n (g • i) * U g) (g : G) (v : ι → ℝ) :
    groundEnergy H0 n (act g v) = groundEnergy H0 n v := by
  have hconj : ∀ (W A B : Matrix m m ℂ) (ψ : m → ℂ), Wᴴ * W = 1 → A * W = W * B →
      star (W *ᵥ ψ) ⬝ᵥ A *ᵥ (W *ᵥ ψ) = star ψ ⬝ᵥ B *ᵥ ψ := by
    intro W A B ψ hW h
    rw [Matrix.star_mulVec, ← Matrix.dotProduct_mulVec]
    simp only [Matrix.mulVec_mulVec]
    rw [h, ← Matrix.mul_assoc, hW, Matrix.one_mul]
  -- `U_g` intertwines `H(v)` and `H(g v)`
  have inter : ∀ (g : G) (v : ι → ℝ), ham H0 n (act g v) * U g = U g * ham H0 n v := by
    intro g v
    simp only [ham, Matrix.add_mul, Matrix.mul_add, Matrix.sum_mul, Matrix.mul_sum,
      Matrix.smul_mul, Matrix.mul_smul, hH, hn]
    congr 1
    symm
    exact Fintype.sum_equiv (MulAction.toPerm g) _ _ (fun i => by simp [act])
  have sub : ∀ (g : G) (v : ι → ℝ), energies H0 n v ⊆ energies H0 n (act g v) := by
    intro g v e he
    obtain ⟨ψ, hψ, rfl⟩ := he
    refine ⟨U g *ᵥ ψ, ?_, ?_⟩
    · have h1 := hconj (U g) 1 1 ψ (hU g) (by simp)
      simp only [Matrix.one_mulVec] at h1
      exact h1.trans hψ
    · exact congrArg Complex.re (hconj _ _ _ ψ (hU g) (inter g v))
  have hback : act g⁻¹ (act g v) = v := by
    funext i
    simp [act]
  have h2 := sub g⁻¹ (act g v)
  rw [hback] at h2
  exact congrArg sInf (Set.Subset.antisymm h2 (sub g v))
```

For finite $G$, the invariance of $F$ and the averaging inequality therefore hold for this energy.

```lean
/-- For a finite group, if unitaries `U_g` commute with `H0` and carry `n_i` to `n_{g i}`, the Lieb
functional of the ground energy is invariant under the group and does not increase under group
averaging of the density. -/
theorem lieb_groundEnergy [Fintype ι] [Fintype G] {m : Type*} [Fintype m] [DecidableEq m]
    (H0 : Matrix m m ℂ) (n : ι → Matrix m m ℂ) (U : G → Matrix m m ℂ)
    (hU : ∀ g, (U g)ᴴ * U g = 1) (hH : ∀ g, U g * H0 = H0 * U g)
    (hn : ∀ g i, U g * n i = n (g • i) * U g) (ρ : ι → ℝ) :
    (∀ g : G, lieb (groundEnergy H0 n) (act g ρ) = lieb (groundEnergy H0 n) ρ) ∧
      lieb (groundEnergy H0 n) (avg G ρ) ≤ lieb (groundEnergy H0 n) ρ :=
  ⟨fun g => lieb_invariant _ (groundEnergy_invariant H0 n U hU hH hn) g ρ,
    lieb_avg_le _ (groundEnergy_invariant H0 n U hU hH hn) ρ⟩
```

The one-particle matrices meet these conditions. For any matrix $A$, $(P_gA)_{ik}=A_{g^{-1}i,k}$ and $(AP_g)_{ik}=A_{i,gk}$. The rule for the hopping matrix then reduces to $g^{-1}i=k\iff i=gk$, unitarity to the injectivity of $g$, and the rule for $n_a$ to these two facts together. This example is non-interacting, whereas the preceding theorem also admits interactions in $H_0$ that respect the symmetry.

```lean
/-- For one particle with uniform all-to-all hopping, the permutation matrices are unitary,
commute with the hopping matrix and carry `n_a` to `n_{g a}`. -/
theorem symmetry_witness [Fintype ι] [DecidableEq ι] :
    (∀ g : G, (permMat g : Matrix ι ι ℂ)ᴴ * permMat g = 1) ∧
      (∀ g : G, permMat g * hop ι = hop ι * permMat g) ∧
      (∀ (g : G) (a : ι), permMat g * siteN a = siteN (g • a) * permMat g) := by
  -- multiplication by a permutation matrix relabels rows or columns
  have hL : ∀ (g : G) (A : Matrix ι ι ℂ) (i k : ι),
      (permMat g * A : Matrix ι ι ℂ) i k = A (g⁻¹ • i) k := by
    intro g A i k
    rw [Matrix.mul_apply, Finset.sum_eq_single (g⁻¹ • i)]
    · simp [permMat]
    · intro j _ hj
      have hne : ¬ i = g • j := fun h => hj (by rw [h, inv_smul_smul])
      simp [permMat, hne]
    · simp
  have hR : ∀ (g : G) (A : Matrix ι ι ℂ) (i k : ι),
      (A * permMat g : Matrix ι ι ℂ) i k = A i (g • k) := by
    intro g A i k
    simp [Matrix.mul_apply, permMat]
  refine ⟨fun g => ?_, fun g => ?_, fun g a => ?_⟩
  · ext i k
    rw [hR]
    by_cases h : i = k
    · subst h
      simp [Matrix.conjTranspose_apply, permMat]
    · have hk : ¬ g • k = g • i := fun e => h (MulAction.injective g e).symm
      simp [Matrix.conjTranspose_apply, permMat, hk, h]
  · ext i k
    rw [hL, hR]
    simp only [hop, Matrix.of_apply]
    exact if_congr inv_smul_eq_iff rfl rfl
  · ext i k
    rw [hL, hR]
    have hiff : (g⁻¹ • i = a ∧ k = a) ↔ (i = g • a ∧ g • k = g • a) :=
      and_congr inv_smul_eq_iff (MulAction.injective g).eq_iff.symm
    simp only [siteN, Matrix.of_apply]
    exact if_congr hiff rfl rfl

end

end LiebFunctionalSymmetry
```

```lean
#print axioms LiebFunctionalSymmetry.lieb_avg_eq_symmetric
#print axioms LiebFunctionalSymmetry.invariance_needed
#print axioms LiebFunctionalSymmetry.lieb_groundEnergy
```

```
'LiebFunctionalSymmetry.lieb_avg_eq_symmetric' depends on axioms: [propext, Classical.choice, Quot.sound]
'LiebFunctionalSymmetry.invariance_needed' depends on axioms: [propext, Classical.choice, Quot.sound]
'LiebFunctionalSymmetry.lieb_groundEnergy' depends on axioms: [propext, Classical.choice, Quot.sound]
```
